# Two-photon coupling of a scalar through a fermion loop: bounds below the pair threshold

## A neutral scalar that decays to light

In a renormalisable theory a neutral scalar has no direct coupling to photons, but it can decay to two of them through a loop of charged fermions. If the fermion is heavy, the loop looks like a point, and a constant coupling should replace it. How large is the error when the scalar mass $M$ is not negligible against the fermion mass $m$?

At one loop, with both photons on shell, the coupling is a prefactor, proportional to $1/m$ at fixed Yukawa coupling, times an integral over two Feynman parameters $x,y$ that holds all the dependence on $M$:

$$I(r)=\int_0^1\!dx\int_0^{1-x}\!dy\;\frac{1-4xy}{1-r\,xy},\qquad r=\frac{M^2}{m^2}.$$

Many texts use $\tau=r/4$ instead. The pair threshold $M=2m$ is $r=4$; below it the denominator is positive.

## Bounds, slope and heavy-fermion limit

- For $0\le r<4$ (`loopIntegral_bounds`): $\frac13+\frac{7r}{360}\le I(r)\le\frac13+\frac{7r}{360}\cdot\frac{4}{4-r}$.
- For $0\le r\le2$ (`loopIntegral_low_energy`): the upper bound becomes $\frac13+\frac{7r}{180}$.
- For $0\le r<4$ (`loopIntegral_le_chord`): $I(r)\le\frac13+\frac r{24}$.
- As $r\to0^+$ (`loopIntegral_slope`): $(I(r)-\frac13)/r\to\frac7{360}$.
- As $m\to\infty$ at fixed $M$ and $v\neq0$ (`heavy_fermion_limit`): $v$ times the coupling tends to $\alpha/(6\pi)$.

In Lean, `loopIntegral r` is $I(r)$, and `twoPhotonCoupling α y M m` is $\frac{\alpha}{2\pi}\frac ym I(M^2/m^2)$ for a fermion of unit charge. There `y` is the Yukawa coupling, not the Feynman parameter, and $\alpha$ is the fine-structure constant. The convention for `y` is an interaction term $-y\,\phi\bar\psi\psi$ in the Lagrangian, with $\phi$ the real scalar field and $\psi$ the Dirac field of the fermion; a convention with $y/\sqrt2$ in this term needs the corresponding factor. The normalisation is that of the coefficient of $\phi F_{\mu\nu}F^{\mu\nu}$ in an effective Lagrangian whose free photon term is $-\frac14F_{\mu\nu}F^{\mu\nu}$.

The last result sets the Yukawa coupling to $m/v$: the fermion gets its whole mass from the expectation value $v$. The Yukawa coupling then grows with $m$ and compensates the $1/m$ of the loop, so the heavy fermion does not decouple.

The step from the Feynman diagram to $I(r)$ is taken as input, through the definitions. Higher loops are absent, although they matter once $m/v$ is large.

## Comparing the integrand with polynomials

Put $t=xy$. On the triangle $0\le t\le x(1-x)\le\frac14$, so $1-4t\ge0$ and, for $0\le r<4$, $1-rt>0$.

The inner integral of $(xy)^n$ is $x^n(1-x)^{n+1}/(n+1)$. Integrating over $x$ for $n=0,1,2$ gives $\frac12,\frac1{24},\frac1{180}$. Hence, for any constant $a$,

$$\iint(1-4t)(1+at)=\frac12+\frac{a-4}{24}-\frac{4a}{180}=\frac13+\frac{7a}{360}.$$

**Lower bound.** Since $(1+rt)(1-rt)=1-r^2t^2\le1$, the integrand is at least $(1-4t)(1+rt)$. Take $a=r$.

**Upper bound.** Choose $a=4r/(4-r)$, so that $a-r=ar/4$. Then

$$(1+at)(1-rt)=1+ar\,t\left(\tfrac14-t\right)\ge1,$$

and the integrand is at most $(1-4t)(1+at)$. For $r\le2$, $4/(4-r)\le2$.

**Linear bound.** From

$$\bigl(1-(4-r)t\bigr)(1-rt)=1-4t+r(4-r)t^2\ge1-4t$$

the integrand is at most $1-(4-r)t$, whose integral is $\frac12-\frac{4-r}{24}=\frac13+\frac r{24}$.

**Limits.** Subtracting $\frac13$ from the first pair of bounds and dividing by $r>0$ squeezes the slope to $\frac7{360}$. With Yukawa coupling $m/v$, $v$ times the coupling is $\frac{\alpha}{2\pi}I(M^2/m^2)$, which tends to $\frac{\alpha}{2\pi}\cdot\frac13=\frac{\alpha}{6\pi}$.

## The constant vertex in a decay calculation

For this one-loop amplitude with a single fermion species below threshold, the effective vertex $\frac{\alpha}{6\pi v}\phi F_{\mu\nu}F^{\mu\nu}$ replaces $I(r)$ by $\frac13$. At $r=\frac12$ the bounds give $1+\frac7{240}\le3I\le1+\frac1{30}$: the full amplitude exceeds the constant-vertex one by between 2.9% and 3.4%. For a quark of charge $Q$ in units of $e$, with $N_c$ colours, the amplitude is multiplied by $N_cQ^2$, which leaves this ratio unchanged.

## The Lean file and its proof

```lean
import Mathlib

open Set Filter Topology

noncomputable section

namespace ScalarTwoPhotonLoop

/-- The integral of a function of the product `x y` over the Feynman-parameter triangle
`x, y ≥ 0`, `x + y ≤ 1`. -/
def triangleIntegral (g : ℝ → ℝ) : ℝ :=
  ∫ x in (0 : ℝ)..1, ∫ y in (0 : ℝ)..(1 - x), g (x * y)

/-- The fermion-loop integral for a scalar going to two photons, as a function of the squared
ratio `r` of scalar mass to fermion mass; it is used for `0 ≤ r < 4`, where the denominator
is positive. -/
def loopIntegral (r : ℝ) : ℝ :=
  ∫ x in (0 : ℝ)..1, ∫ y in (0 : ℝ)..(1 - x), (1 - 4 * (x * y)) / (1 - r * (x * y))

/-- The two-photon coupling of a scalar of mass `M` induced by a fermion of unit charge, mass
`m` and Yukawa coupling `y`, with fine-structure constant `α`; the domain is
`m > 0`, `0 ≤ M < 2 m`. -/
def twoPhotonCoupling (α y M m : ℝ) : ℝ :=
  α / (2 * Real.pi) * (y / m) * loopIntegral (M ^ 2 / m ^ 2)

/-- On the Feynman-parameter triangle the product `x y` lies between `0` and `1/4`. -/
theorem product_mem {x y : ℝ} (hx : x ∈ Icc (0 : ℝ) 1) (hy : y ∈ Icc (0 : ℝ) (1 - x)) :
    x * y ∈ Icc (0 : ℝ) (1 / 4) :=
  ⟨mul_nonneg hx.1 hy.1, by
    nlinarith [mul_le_mul_of_nonneg_left hy.2 hx.1, sq_nonneg (x - 1 / 2)]⟩

/-- If one integrand is at most another for all products `x y` in `[0, 1/4]`, and both are
continuous there, then their integrals over the triangle are ordered the same way. -/
theorem triangleIntegral_mono {f g : ℝ → ℝ} (hf : ContinuousOn f (Icc 0 (1 / 4)))
    (hg : ContinuousOn g (Icc 0 (1 / 4))) (h : ∀ t ∈ Icc (0 : ℝ) (1 / 4), f t ≤ g t) :
    triangleIntegral f ≤ triangleIntegral g := by
  -- clamping the argument to `[0, 1/4]` gives continuous integrands with the same integrals
  let c : ℝ → ℝ := fun t => max 0 (min t (1 / 4))
  have hc : Continuous c := continuous_const.max (continuous_id.min continuous_const)
  have hmem : ∀ t, c t ∈ Icc (0 : ℝ) (1 / 4) := fun t =>
    ⟨le_max_left _ _, max_le (by norm_num) (min_le_right _ _)⟩
  have hfix : ∀ t ∈ Icc (0 : ℝ) (1 / 4), c t = t := by
    intro t ht
    show max 0 (min t (1 / 4)) = t
    rw [min_eq_left ht.2, max_eq_right ht.1]
  have clamp : ∀ k : ℝ → ℝ, triangleIntegral k = triangleIntegral (fun t => k (c t)) := by
    intro k
    unfold triangleIntegral
    refine intervalIntegral.integral_congr fun x hx => ?_
    rw [uIcc_of_le zero_le_one] at hx
    refine intervalIntegral.integral_congr fun y hy => ?_
    rw [uIcc_of_le (by linarith [hx.2])] at hy
    show k (x * y) = k (c (x * y))
    rw [hfix _ (product_mem hx hy)]
  have cont : ∀ k : ℝ → ℝ, ContinuousOn k (Icc 0 (1 / 4)) → Continuous (fun t => k (c t)) :=
    fun k hk => hk.comp_continuous hc hmem
  have outer : ∀ k : ℝ → ℝ, Continuous k →
      Continuous (fun x : ℝ => ∫ y in (0 : ℝ)..(1 - x), k (x * y)) := fun k hk =>
    intervalIntegral.continuous_parametric_intervalIntegral_of_continuous
      (f := fun x y => k (x * y)) (hk.comp (continuous_fst.mul continuous_snd))
      (continuous_const.sub continuous_id)
  have inner : ∀ k : ℝ → ℝ, Continuous k → ∀ x : ℝ, Continuous (fun y : ℝ => k (x * y)) :=
    fun k hk x => hk.comp (by fun_prop : Continuous fun y : ℝ => x * y)
  rw [clamp f, clamp g]
  unfold triangleIntegral
  refine intervalIntegral.integral_mono_on zero_le_one
    ((outer _ (cont f hf)).intervalIntegrable _ _)
    ((outer _ (cont g hg)).intervalIntegrable _ _) fun x hx => ?_
  exact intervalIntegral.integral_mono_on (by linarith [hx.2])
    ((inner _ (cont f hf) x).intervalIntegrable _ _)
    ((inner _ (cont g hg) x).intervalIntegrable _ _) fun y _ => h _ (hmem _)

/-- The triangle integrals of `1`, `x y` and `(x y)²` are `1/2`, `1/24` and `1/180`, here
combined with arbitrary coefficients. -/
theorem triangleIntegral_quadratic (a b d : ℝ) :
    triangleIntegral (fun t => a + b * t + d * t ^ 2) = a / 2 + b / 24 + d / 180 := by
  have inner : ∀ x : ℝ, (∫ y in (0 : ℝ)..(1 - x), (a + b * (x * y) + d * (x * y) ^ 2)) =
      a * (1 - x) + b * x * (1 - x) ^ 2 / 2 + d * x ^ 2 * (1 - x) ^ 3 / 3 := by
    intro x
    rw [intervalIntegral.integral_eq_sub_of_hasDerivAt
      (f := fun y => a * y ^ 1 + (b * x / 2 * y ^ 2 + d * x ^ 2 / 3 * y ^ 3))
      (fun y _ => (((hasDerivAt_pow 1 y).const_mul a).fun_add
        (((hasDerivAt_pow 2 y).const_mul (b * x / 2)).fun_add
        ((hasDerivAt_pow 3 y).const_mul (d * x ^ 2 / 3)))).congr_deriv (by push_cast; ring))
      (Continuous.intervalIntegrable (by fun_prop) _ _)]
    ring
  unfold triangleIntegral
  simp only [inner]
  -- the remaining polynomial in `x` is integrated term by term
  rw [intervalIntegral.integral_eq_sub_of_hasDerivAt
    (f := fun x => a * x ^ 1 + ((b / 2 - a) / 2 * x ^ 2 + ((d / 3 - b) / 3 * x ^ 3 +
      ((b / 2 - d) / 4 * x ^ 4 + (d / 5 * x ^ 5 + -d / 18 * x ^ 6)))))
    (fun x _ => (((hasDerivAt_pow 1 x).const_mul a).fun_add
      (((hasDerivAt_pow 2 x).const_mul ((b / 2 - a) / 2)).fun_add
      (((hasDerivAt_pow 3 x).const_mul ((d / 3 - b) / 3)).fun_add
      (((hasDerivAt_pow 4 x).const_mul ((b / 2 - d) / 4)).fun_add
      (((hasDerivAt_pow 5 x).const_mul (d / 5)).fun_add
      ((hasDerivAt_pow 6 x).const_mul (-d / 18))))))).congr_deriv (by push_cast; ring))
    (Continuous.intervalIntegrable (by fun_prop) _ _)]
  ring

/-- Below the pair threshold, `0 ≤ r < 4`, the loop denominator is positive for every product
`t` of Feynman parameters in `[0, 1/4]`. -/
theorem denominator_pos {r t : ℝ} (h0 : 0 ≤ r) (h4 : r < 4) (ht : t ∈ Icc (0 : ℝ) (1 / 4)) :
    0 < 1 - r * t := by
  nlinarith [mul_le_mul_of_nonneg_left ht.2 h0]

/-- Below the pair threshold, `0 ≤ r < 4`, the loop integral lies between `1/3 + 7r/360` and
the same expression with its linear term enlarged by the factor `4/(4 - r)`. -/
theorem loopIntegral_bounds {r : ℝ} (h0 : 0 ≤ r) (h4 : r < 4) :
    1 / 3 + 7 * r / 360 ≤ loopIntegral r ∧
      loopIntegral r ≤ 1 / 3 + 7 * r / 360 * (4 / (4 - r)) := by
  have hcont : ContinuousOn (fun t : ℝ => (1 - 4 * t) / (1 - r * t)) (Icc 0 (1 / 4)) :=
    ContinuousOn.div (by fun_prop) (by fun_prop) fun t ht => (denominator_pos h0 h4 ht).ne'
  have value : ∀ a : ℝ, triangleIntegral (fun t => (1 - 4 * t) * (1 + a * t)) =
      1 / 3 + 7 * a / 360 := by
    intro a
    have e : (fun t : ℝ => (1 - 4 * t) * (1 + a * t)) =
        fun t => 1 + (a - 4) * t + (-4 * a) * t ^ 2 := by
      funext t
      ring
    rw [e, triangleIntegral_quadratic]
    ring
  constructor
  · rw [← value r]
    refine triangleIntegral_mono (by fun_prop) hcont fun t ht => ?_
    have h1 : 0 ≤ 1 - 4 * t := by linarith [ht.2]
    rw [le_div_iff₀ (denominator_pos h0 h4 ht)]
    nlinarith [mul_nonneg h1 (sq_nonneg (r * t))]
  · have hpos : 0 < 4 - r := by linarith
    obtain ⟨a, ha⟩ : ∃ a, a = 4 * r / (4 - r) := ⟨_, rfl⟩
    have ha0 : 0 ≤ a := by rw [ha]; positivity
    have har : a * (4 - r) = 4 * r := by rw [ha]; exact div_mul_cancel₀ _ hpos.ne'
    have e : 1 / 3 + 7 * r / 360 * (4 / (4 - r)) = 1 / 3 + 7 * a / 360 := by rw [ha]; ring
    rw [e, ← value a]
    refine triangleIntegral_mono hcont (by fun_prop) fun t ht => ?_
    have h1 : 0 ≤ 1 - 4 * t := by linarith [ht.2]
    have h2 : 0 ≤ 1 / 4 - t := by linarith [ht.2]
    have h3 : (1 + a * t) * (1 - r * t) = 1 + a * r * t * (1 / 4 - t) := by
      linear_combination (t / 4) * har
    rw [div_le_iff₀ (denominator_pos h0 h4 ht), mul_assoc, h3]
    nlinarith [mul_nonneg h1 (mul_nonneg (mul_nonneg (mul_nonneg ha0 h0) ht.1) h2)]

/-- For `0 ≤ r ≤ 2` the loop integral lies between `1/3 + 7r/360` and `1/3 + 7r/180`. -/
theorem loopIntegral_low_energy {r : ℝ} (h0 : 0 ≤ r) (h2 : r ≤ 2) :
    1 / 3 + 7 * r / 360 ≤ loopIntegral r ∧ loopIntegral r ≤ 1 / 3 + 7 * r / 180 := by
  obtain ⟨hl, hu⟩ := loopIntegral_bounds h0 (by linarith : r < 4)
  have hq : 4 / (4 - r) ≤ 2 := by
    rw [div_le_iff₀ (by linarith)]
    linarith
  exact ⟨hl, by nlinarith [mul_le_mul_of_nonneg_left hq h0]⟩

/-- Everywhere below the pair threshold, `0 ≤ r < 4`, the loop integral is at most
`1/3 + r/24`. -/
theorem loopIntegral_le_chord {r : ℝ} (h0 : 0 ≤ r) (h4 : r < 4) :
    loopIntegral r ≤ 1 / 3 + r / 24 := by
  have e : 1 / 3 + r / 24 = triangleIntegral (fun t => 1 + (r - 4) * t + 0 * t ^ 2) := by
    rw [triangleIntegral_quadratic]
    ring
  rw [e]
  refine triangleIntegral_mono (f := fun t => (1 - 4 * t) / (1 - r * t))
    (ContinuousOn.div (by fun_prop) (by fun_prop) fun t ht => (denominator_pos h0 h4 ht).ne')
    (by fun_prop) fun t ht => ?_
  rw [div_le_iff₀ (denominator_pos h0 h4 ht)]
  nlinarith [mul_nonneg (mul_nonneg h0 (sub_nonneg.2 h4.le)) (sq_nonneg t)]

/-- As `r` tends to zero from above, the quotient `(I(r) - 1/3)/r` tends to `7/360`, where `I(r)` is
the loop integral. -/
theorem loopIntegral_slope :
    Tendsto (fun r => (loopIntegral r - 1 / 3) / r) (𝓝[>] 0) (𝓝 (7 / 360)) := by
  have hc : ContinuousAt (fun r : ℝ => 7 / 360 * (4 / (4 - r))) 0 :=
    continuousAt_const.mul
      (continuousAt_const.div (continuousAt_const.sub continuousAt_id) (by norm_num))
  have hU : Tendsto (fun r : ℝ => 7 / 360 * (4 / (4 - r))) (𝓝[>] 0) (𝓝 (7 / 360)) := by
    have h := hc.tendsto.mono_left (nhdsWithin_le_nhds (s := Ioi 0))
    convert h using 2
    norm_num
  have hI : Ioo (0 : ℝ) 4 ∈ 𝓝[>] (0 : ℝ) := Ioo_mem_nhdsGT (by norm_num)
  refine tendsto_of_tendsto_of_tendsto_of_le_of_le' tendsto_const_nhds hU ?_ ?_
  · filter_upwards [hI] with r hr
    rw [le_div_iff₀ hr.1]
    linarith [(loopIntegral_bounds hr.1.le hr.2).1]
  · filter_upwards [hI] with r hr
    rw [div_le_iff₀ hr.1]
    linarith [(loopIntegral_bounds hr.1.le hr.2).2]

/-- If the fermion mass `m` comes from a nonzero scalar expectation value `v`, so that the Yukawa
coupling is `m / v`, then `v` times the two-photon coupling tends to `α / (6π)` as `m` grows at
fixed scalar mass `M`. -/
theorem heavy_fermion_limit (α M : ℝ) {v : ℝ} (hv : v ≠ 0) :
    Tendsto (fun m => v * twoPhotonCoupling α (m / v) M m) atTop
      (𝓝 (α / (6 * Real.pi))) := by
  have hr : Tendsto (fun m : ℝ => M ^ 2 / m ^ 2) atTop (𝓝 0) :=
    tendsto_const_nhds.div_atTop (tendsto_pow_atTop two_ne_zero)
  have hsmall : ∀ᶠ m : ℝ in atTop, M ^ 2 / m ^ 2 ≤ 2 :=
    hr.eventually_le_const (by norm_num)
  have hU : Tendsto (fun m : ℝ => 1 / 3 + 7 / 180 * (M ^ 2 / m ^ 2)) atTop (𝓝 (1 / 3)) := by
    have h := (hr.const_mul (7 / 180)).const_add (1 / 3)
    convert h using 2
    norm_num
  -- the loop integral is squeezed to its value at zero mass ratio
  have hI : Tendsto (fun m : ℝ => loopIntegral (M ^ 2 / m ^ 2)) atTop (𝓝 (1 / 3)) := by
    refine tendsto_of_tendsto_of_tendsto_of_le_of_le' tendsto_const_nhds hU ?_ ?_
    · filter_upwards [hsmall] with m hm
      have hp : 0 ≤ M ^ 2 / m ^ 2 := by positivity
      linarith [(loopIntegral_low_energy hp hm).1]
    · filter_upwards [hsmall] with m hm
      have hp : 0 ≤ M ^ 2 / m ^ 2 := by positivity
      linarith [(loopIntegral_low_energy hp hm).2]
  have hlim := hI.const_mul (α / (2 * Real.pi))
  have e : α / (2 * Real.pi) * (1 / 3) = α / (6 * Real.pi) := by ring
  rw [e] at hlim
  refine hlim.congr' ?_
  filter_upwards [eventually_gt_atTop (0 : ℝ)] with m hm
  have hcancel : v * (m / v / m) = 1 := by
    have hm' : m ≠ 0 := hm.ne'
    field_simp
  unfold twoPhotonCoupling
  linear_combination (-(α / (2 * Real.pi) * loopIntegral (M ^ 2 / m ^ 2))) * hcancel

end ScalarTwoPhotonLoop
```

```lean
#print axioms ScalarTwoPhotonLoop.loopIntegral_bounds
-- 'ScalarTwoPhotonLoop.loopIntegral_bounds' depends on axioms: [propext, Classical.choice, Quot.sound]
#print axioms ScalarTwoPhotonLoop.loopIntegral_le_chord
-- 'ScalarTwoPhotonLoop.loopIntegral_le_chord' depends on axioms: [propext, Classical.choice, Quot.sound]
#print axioms ScalarTwoPhotonLoop.loopIntegral_slope
-- 'ScalarTwoPhotonLoop.loopIntegral_slope' depends on axioms: [propext, Classical.choice, Quot.sound]
#print axioms ScalarTwoPhotonLoop.heavy_fermion_limit
-- 'ScalarTwoPhotonLoop.heavy_fermion_limit' depends on axioms: [propext, Classical.choice, Quot.sound]
```

`product_mem` proves $0\le xy\le\frac14$. `triangleIntegral_mono` turns a pointwise inequality in $t$ into one between integrals. It first clamps $t$ to $[0,\frac14]$, which changes nothing on the triangle but makes the integrands continuous everywhere, and hence integrable; `integral_mono_on` is then applied to the outer and inner integrals.

`triangleIntegral_quadratic` computes the three moments from explicit antiderivatives. In `loopIntegral_bounds`, `value` is the formula $\frac13+\frac{7a}{360}$, and `h3` is the identity behind the upper bound. The lemmas `le_div_iff₀` and `div_le_iff₀` clear the positive denominator, and `nlinarith` finishes from the nonnegative products it is given. The linear bound follows the same pattern.

Both limits use the squeeze theorem. In `heavy_fermion_limit`, `hcancel` is the cancellation $v\cdot(m/v)/m=1$, used for $m>0$.
